# The summed squared length of the reciprocal vectors (0, 0, ±1) changes at first order under a traceless axial strain

The declaration takes the two reciprocal vectors (0, 0, 1) and (0, 0, −1), with unit weights and F(x) = x, so that the model "energy" is just the sum of their squared lengths. The vectors are transformed by 1 − tA with A = diag(1, 1, −2), and the theorem states that A has trace zero and that the sum has derivative 8 with respect to t at t = 0. This finite example is therefore not stationary under the given strain, although the strain is traceless. The attempt obtains the trace from the formula for 3 × 3 matrices, and the derivative by rewriting the sum as 2(1 + 2t)² and differentiating.

In Lean, a first try:

```lean
import Mathlib

open Matrix

namespace AxialPairNotStationary

noncomputable section

/-- Vectors of reciprocal space in Cartesian coordinates. -/
abbrev Vec := Fin 3 → ℝ

/-- The squared Euclidean length of `G`. -/
def normSq (G : Vec) : ℝ := G ⬝ᵥ G

/-- The reciprocal vector `G` after the strain `1 - tA`. -/
def strained (A : Matrix (Fin 3) (Fin 3) ℝ) (t : ℝ) (G : Vec) : Vec := (1 - t • A) *ᵥ G

/-- The weighted sum of `F(|G|²)` over the strained vectors, as a function of the
strain parameter `t`. -/
def shellEnergy (S : Finset Vec) (w : Vec → ℝ) (F : ℝ → ℝ)
    (A : Matrix (Fin 3) (Fin 3) ℝ) : ℝ → ℝ :=
  fun t => ∑ G ∈ S, w G * F (normSq (strained A t G))

/-- The squared length of a strained vector is an exact quadratic polynomial in `t`. -/
theorem normSq_strained (A : Matrix (Fin 3) (Fin 3) ℝ) (t : ℝ) (G : Vec) :
    normSq (strained A t G)
      = normSq G - 2 * (G ⬝ᵥ A *ᵥ G) * t + normSq (A *ᵥ G) * t ^ 2 := by
  simp [normSq, strained, Matrix.mulVec, dotProduct, Fin.sum_univ_three, Matrix.one_apply]
  ring

/-- The pair `(0, 0, ±1)` with unit weights and `F(x) = x` responds to the traceless strain
`diag(1, 1, -2)` at first order, with derivative 8. -/
theorem axial_pair_not_stationary :
    (!![1, 0, 0; 0, 1, 0; 0, 0, -2] : Matrix (Fin 3) (Fin 3) ℝ).trace = 0 ∧
    HasDerivAt (shellEnergy {![0, 0, 1], ![0, 0, -1]} (fun _ => 1) (fun x => x)
      !![1, 0, 0; 0, 1, 0; 0, 0, -2]) 8 0 := by
  refine ⟨by rw [Matrix.trace_fin_three]; norm_num, ?_⟩
  have hne : (![0, 0, 1] : Vec) ≠ ![0, 0, -1] := by
    intro h
    have h2 : (1 : ℝ) = -1 := congrFun h 2
    norm_num at h2
  have e : shellEnergy {![0, 0, 1], ![0, 0, -1]} (fun _ => 1) (fun x => x)
      !![1, 0, 0; 0, 1, 0; 0, 0, -2] = fun t => 2 * (1 + 2 * t) ^ 2 := by
    funext t
    simp only [shellEnergy]
    rw [Finset.sum_pair hne, normSq_strained, normSq_strained]
    simp [normSq, Matrix.mulVec, dotProduct, Fin.sum_univ_three]
    ring
  rw [e]
  have hd := ((((hasDerivAt_id' (0 : ℝ)).const_mul 2).const_add 1).fun_pow 2).const_mul 2
  exact hd.congr_deriv (by norm_num)

end

end AxialPairNotStationary
```

The compiler's answer:

```
Main.lean:37:10: error: unsolved goals
⊢ 2 + vecCons (![1, 0, 0] 2) (fun i => vecCons (![0, 1, 0] 2) (fun i => ![0, 0, -2] 2) i) 2 = 0
```

What went wrong. The error concerns only the trace. After `rw [Matrix.trace_fin_three]` the goal is that the three diagonal entries sum to zero. `norm_num` turns the first two into 1 + 1 = 2, but does not reduce the third to −2. In the goal that remains, the column index 2 has been moved inside the rows, and the outer `vecCons` expression is still applied to the row index 2. With that entry unevaluated, the arithmetic cannot be finished, and Lean reports an unsolved goal.

The repair separates the arithmetic from the matrix entries. `htr` states 1 + 1 + (−2) = 0 in plain real numbers, which `norm_num` proves. `.trans` then joins it to `Matrix.trace_fin_three _`. For this Lean has to see that the diagonal entries and the numbers 1, 1 and −2 are the same, which it does by unfolding definitions, so `norm_num` no longer has to simplify any matrix entry.

This version goes through:

```diff
@@ -35,5 +35,6 @@
     HasDerivAt (shellEnergy {![0, 0, 1], ![0, 0, -1]} (fun _ => 1) (fun x => x)
       !![1, 0, 0; 0, 1, 0; 0, 0, -2]) 8 0 := by
-  refine ⟨by rw [Matrix.trace_fin_three]; norm_num, ?_⟩
+  have htr : (1 : ℝ) + 1 + (-2) = 0 := by norm_num
+  refine ⟨(Matrix.trace_fin_three _).trans htr, ?_⟩
   have hne : (![0, 0, 1] : Vec) ≠ ![0, 0, -1] := by
     intro h
```
